# Charge on a monopole sphere: L = Λ + s n obeys su(2) and commutes with Λ·Λ

A charge on a unit sphere around a magnetic monopole can be described by wavefunctions and a vector potential, or by algebraic relations among its operators: commutators together with constraints on scalar products. I would like to start from these relations. Take units with $\hbar=1$. For a charge $q$ in the radial field $B=gn$, with vector potential $A$, the kinetic angular momentum is $\Lambda=n\times(p-qA)$, and the monopole strength $s$ stands for the product $-qg$. With position $n$, the claim is that $L=\Lambda+sn$ generates rotations, that $L\cdot n=s$, and that $\Lambda\cdot\Lambda=L\cdot L-s^2$ is rotationally invariant. Can this be made rigorous and machine-checked, including the Landau-level values?

## Rotational symmetry from the commutators

Yes. Sum over repeated indices, and assume that the $n_i$ commute, $n\cdot n=1$, $n\cdot\Lambda=0$, and

$$[\Lambda_i,n_j]=i\epsilon_{ijk}n_k,\qquad [\Lambda_i,\Lambda_j]=i\epsilon_{ijk}(\Lambda_k-sn_k).$$

The first relation gives $[\Lambda_i,n_i]=0$ for each $i$, so $\Lambda\cdot n=n\cdot\Lambda=0$. It also gives $[n_i,\Lambda_j]=-[\Lambda_j,n_i]=i\epsilon_{ijk}n_k$. Hence

$$[L_i,\Lambda_j]=i\epsilon_{ijk}(\Lambda_k-sn_k)+is\epsilon_{ijk}n_k=i\epsilon_{ijk}\Lambda_k.$$

Since $[L_i,n_j]=i\epsilon_{ijk}n_k$, adding $s[L_i,n_j]$ yields $[L_i,L_j]=i\epsilon_{ijk}L_k$.

For any triple with $[L_i,V_j]=i\epsilon_{ijk}V_k$,

$$[L_i,V\cdot V]=i\epsilon_{ijk}(V_kV_j+V_jV_k)=0,$$

because the bracket is symmetric in $j,k$. Taking $V=\Lambda$ gives the invariance. The scalar products are

$$L\cdot n=\Lambda\cdot n+s\,n\cdot n=s,$$
$$L\cdot L=\Lambda\cdot\Lambda+s(\Lambda\cdot n+n\cdot\Lambda)+s^2=\Lambda\cdot\Lambda+s^2.$$

For the levels, let $L_\pm=L_1\pm iL_2$. Then $L_-L_+=L_1^2+L_2^2-L_3$, so $L\cdot L=L_-L_++L_3^2+L_3$. If $L_+\psi=0$ and $L_3\psi=(s+N)\psi$, with $N=0,1,2,\dots$, then

$$\Lambda\cdot\Lambda\,\psi=[(s+N)(s+N+1)-s^2]\psi=[N(N+1)+(2N+1)s]\psi.$$

At $s=0$ this is the rigid-rotor value $N(N+1)$; at $N=0$ it is $s$. For a charge of mass $m$ on the unit sphere the kinetic energy is $\Lambda\cdot\Lambda/(2m)$. Physically $2s$ is an integer, and $|2s|$ is the number of flux quanta through the sphere. For $s\ge 0$ the total angular momentum takes the values $s+N$, a standard fact that is not proved here, so the values above give the Landau levels on the sphere, numbered by $N$. For negative $s$ the identity still holds, but $N$ is no longer the level number: the physical levels have $|s|$ in place of $s$.

## What the Lean statement says

`A` is any complex algebra, and `MonopoleSphere s n Λ` collects the assumptions. Its field `tangent` says that kinetic angular momentum is perpendicular to position; `curv` encodes the monopole's radial magnetic field. Both are postulated here, not derived from a vector potential. Indices run over 0, 1, 2, so $L_3$ is `angMom s n Λ 2`.

The theorem `monopole_sphere` states the four claims. In `landau_level`, operators act on a module `M`, and the highest-weight vector `ψ` is assumed; the value is an eigenvalue when `ψ` is nonzero. No inner product, self-adjointness or complete spectrum is involved. These levels supply single-particle states for quantum Hall models on a sphere, but the result concerns one charge without interactions.

Modelling the operators on smooth sections of a monopole line bundle would turn the commutators into consequences of a connection and restrict $2s$ to integers. Here $s$ is any complex number.

```lean
import Mathlib

open Polynomial

noncomputable section

namespace MonopoleSphereAlgebra

variable {A : Type*} [Ring A] [Algebra ℂ A]

/-- The Levi-Civita symbol on three indices, counted modulo 3. -/
def eps (i j k : Fin 3) : ℂ :=
  if j = i + 1 ∧ k = i + 2 then 1 else if j = i + 2 ∧ k = i + 1 then -1 else 0

/-- The scalar product of two triples of operators, in the given order. -/
def dot (a b : Fin 3 → A) : A := ∑ i, a i * b i

/-- The commutation relations `[L_i, V_j] = i ε_ijk V_k`. -/
def IsVectorOp (L V : Fin 3 → A) : Prop :=
  ∀ i j, L i * V j - V j * L i = Complex.I • ∑ k, eps i j k • V k

/-- The operator algebra of a charge on a unit sphere around a monopole of strength `s`:
position `n` and kinetic angular momentum `Λ`. -/
structure MonopoleSphere (s : ℂ) (n Λ : Fin 3 → A) : Prop where
  comm : ∀ i j, n i * n j = n j * n i
  norm_one : dot n n = 1
  tangent : dot n Λ = 0
  rot : IsVectorOp Λ n
  curv : ∀ i j, Λ i * Λ j - Λ j * Λ i = Complex.I • ∑ k, eps i j k • (Λ k - s • n k)

/-- The total angular momentum `L = Λ + s n`. -/
def angMom (s : ℂ) (n Λ : Fin 3 → A) : Fin 3 → A := fun i => Λ i + s • n i

lemma eps_swap (i j k : Fin 3) : eps i j k = -eps j i k := by
  fin_cases i <;> fin_cases j <;> fin_cases k <;> simp [eps]

lemma eps_swap_right (i j k : Fin 3) : eps i j k = -eps i k j := by
  fin_cases i <;> fin_cases j <;> fin_cases k <;> simp [eps]

lemma eps_self (i k : Fin 3) : eps i i k = 0 := by
  fin_cases i <;> fin_cases k <;> simp [eps]

lemma eps_self_right (i k : Fin 3) : eps i k k = 0 := by
  fin_cases i <;> fin_cases k <;> simp [eps]

/-- The scalar product of `L` with a vector operator does not depend on the order. -/
theorem IsVectorOp.dot_comm {L V : Fin 3 → A} (h : IsVectorOp L V) : dot L V = dot V L := by
  refine Finset.sum_congr rfl fun i _ => ?_
  simpa [eps_self, sub_eq_zero] using h i i

/-- The square of a vector operator commutes with every component of `L`. -/
theorem IsVectorOp.commute_sq {L V : Fin 3 → A} (h : IsVectorOp L V) (i : Fin 3) :
    Commute (dot V V) (L i) := by
  have e : L i * dot V V - dot V V * L i =
      (L i * V 0 - V 0 * L i) * V 0 + V 0 * (L i * V 0 - V 0 * L i)
      + ((L i * V 1 - V 1 * L i) * V 1 + V 1 * (L i * V 1 - V 1 * L i))
      + ((L i * V 2 - V 2 * L i) * V 2 + V 2 * (L i * V 2 - V 2 * L i)) := by
    simp only [dot, Fin.sum_univ_three]
    noncomm_ring
  -- the symmetric products cancel against the antisymmetric symbol
  rw [h i 0, h i 1, h i 2] at e
  simp only [Fin.sum_univ_three, eps_self_right, eps_swap_right i 1 0, eps_swap_right i 2 0,
    eps_swap_right i 2 1, add_mul, mul_add, smul_mul_assoc, mul_smul_comm] at e
  refine (sub_eq_zero.mp (e.trans ?_)).symm
  module

section Monopole

variable {s : ℂ} {n Λ : Fin 3 → A}

/-- The total angular momentum obeys the su(2) commutation relations. -/
theorem MonopoleSphere.su2 (h : MonopoleSphere s n Λ) :
    IsVectorOp (angMom s n Λ) (angMom s n Λ) := by
  intro i j
  have h1 := h.curv i j
  have h2 := h.rot i j
  have h3 := h.rot j i
  have h4 := h.comm i j
  simp only [Fin.sum_univ_three, eps_swap j i] at h1 h2 h3
  simp only [Fin.sum_univ_three, angMom, add_mul, mul_add, smul_mul_assoc, mul_smul_comm]
  linear_combination (norm := module) h1 + s • h2 - s • h3 + (s ^ 2) • h4

/-- The kinetic angular momentum is a vector operator under the total one. -/
theorem MonopoleSphere.kinetic_vector (h : MonopoleSphere s n Λ) :
    IsVectorOp (angMom s n Λ) Λ := by
  intro i j
  have h1 := h.curv i j
  have h3 := h.rot j i
  simp only [Fin.sum_univ_three, eps_swap j i] at h1 h3
  simp only [Fin.sum_univ_three, angMom, add_mul, mul_add, smul_mul_assoc, mul_smul_comm]
  linear_combination (norm := module) h1 - s • h3

/-- On the monopole sphere `L = Λ + s n` obeys su(2), `L·n = s`, `Λ·Λ = L·L - s²`,
and `Λ·Λ` commutes with every `L_i`. -/
theorem monopole_sphere (h : MonopoleSphere s n Λ) :
    IsVectorOp (angMom s n Λ) (angMom s n Λ) ∧
    dot (angMom s n Λ) n = s • (1 : A) ∧
    dot Λ Λ = dot (angMom s n Λ) (angMom s n Λ) - s ^ 2 • (1 : A) ∧
    ∀ i, Commute (dot Λ Λ) (angMom s n Λ i) := by
  have h1 := h.norm_one
  have h2 := h.tangent
  have h3 := h.rot.dot_comm.trans h.tangent
  simp only [dot, Fin.sum_univ_three] at h1 h2 h3
  refine ⟨h.su2, ?_, ?_, h.kinetic_vector.commute_sq⟩
  · simp only [dot, Fin.sum_univ_three, angMom, add_mul, smul_mul_assoc]
    linear_combination (norm := module) h3 + s • h1
  · simp only [dot, Fin.sum_univ_three, angMom, add_mul, mul_add, smul_mul_assoc,
      mul_smul_comm]
    linear_combination (norm := module) (-s) • h2 - s • h3 - (s ^ 2) • h1

/-- A vector with `L_3 = s + N` that is annihilated by `L_1 + i L_2` satisfies
`Λ·Λ ψ = (N(N+1) + (2N+1)s) ψ`. -/
theorem landau_level {M : Type*} [AddCommGroup M] [Module ℂ M] [Module A M]
    [IsScalarTower ℂ A M] (h : MonopoleSphere s n Λ) (N : ℕ) (ψ : M)
    (h3 : angMom s n Λ 2 • ψ = (s + N) • ψ)
    (hp : (angMom s n Λ 0 + Complex.I • angMom s n Λ 1) • ψ = 0) :
    dot Λ Λ • ψ = ((N : ℂ) * (N + 1) + (2 * N + 1) * s) • ψ := by
  have c := h.su2 0 1
  rw [(monopole_sphere h).2.2.1]
  generalize angMom s n Λ = L at *
  simp [eps] at c
  -- the Casimir operator in normal order
  have hL : dot L L = (L 0 - Complex.I • L 1) * (L 0 + Complex.I • L 1)
      + L 2 * L 2 + L 2 := by
    simp only [dot, Fin.sum_univ_three, sub_mul, mul_add, smul_mul_assoc, mul_smul_comm]
    linear_combination (norm := (match_scalars <;> ring_nf <;>
      simp only [Complex.I_sq] <;> ring)) (-Complex.I) • c
  have h33 : (L 2 * L 2) • ψ = ((s + N) * (s + N)) • ψ := by
    rw [mul_smul, h3, smul_comm, h3, smul_smul]
  rw [hL, sub_smul, add_smul, add_smul, mul_smul (L 0 - Complex.I • L 1), hp, smul_zero,
    h33, h3, smul_assoc, one_smul]
  module

end Monopole

/-- Conversely, su(2) generators `L` and a commuting unit vector operator `n` with `n·L = s`
give a monopole sphere with `Λ = L - s n`. -/
theorem monopole_of_angMom {s : ℂ} {n L : Fin 3 → A} (hc : ∀ i j, n i * n j = n j * n i)
    (h1 : dot n n = 1) (hn : IsVectorOp L n) (hL : IsVectorOp L L)
    (hs : dot n L = s • (1 : A)) : MonopoleSphere s n (fun i => L i - s • n i) := by
  refine ⟨hc, h1, ?_, fun i j => ?_, fun i j => ?_⟩
  · simp only [dot, Fin.sum_univ_three] at h1 hs
    simp only [dot, Fin.sum_univ_three, mul_sub, mul_smul_comm]
    linear_combination (norm := module) hs - s • h1
  · have a := hn i j
    simp only [sub_mul, mul_sub, smul_mul_assoc, mul_smul_comm]
    linear_combination (norm := module) a - s • hc i j
  · have a := hL i j
    have b := hn i j
    have c := hn j i
    simp only [Fin.sum_univ_three, eps_swap j i] at a b c
    simp only [Fin.sum_univ_three, sub_mul, mul_sub, smul_mul_assoc, mul_smul_comm]
    linear_combination (norm := module) a - s • b + s • c + (s ^ 2) • hc i j

/-- Cartesian components of a vector with ladder components `p`, `m` and third component `z`. -/
def cart (p m z : A) : Fin 3 → A :=
  ![(1 / 2 : ℂ) • (p + m), (-Complex.I / 2) • (p - m), z]

lemma cart_comm {p m z : A} (h1 : p * m = m * p) (h2 : p * z = z * p) (h3 : m * z = z * m)
    (i j : Fin 3) : cart p m z i * cart p m z j = cart p m z j * cart p m z i := by
  fin_cases i <;> fin_cases j <;>
    simp only [cart, Fin.zero_eta, Fin.mk_one, Fin.reduceFinMk, Matrix.cons_val_zero,
      Matrix.cons_val_one, Matrix.cons_val, add_mul, mul_add, sub_mul, mul_sub,
      smul_mul_assoc, mul_smul_comm, h1, h2, h3] <;> module

lemma cart_dot {p m z P M Z Y : A} (h : p * M + m * P + (z * Z + z * Z) = Y + Y) :
    dot (cart p m z) (cart P M Z) = Y := by
  simp only [dot, Fin.sum_univ_three, cart, Matrix.cons_val_zero, Matrix.cons_val_one,
    Matrix.cons_val, add_mul, mul_add, sub_mul, mul_sub, smul_mul_assoc, mul_smul_comm]
  linear_combination (norm := (match_scalars <;> ring_nf <;>
    simp only [Complex.I_sq] <;> ring)) (1 / 2 : ℂ) • h

lemma cart_vector {P M Z p m z : A} (h1 : Z * z = z * Z) (h2 : Z * p = p * Z + p)
    (h3 : Z * m = m * Z - m) (h4 : P * z = z * P - p) (h5 : P * p = p * P)
    (h6 : P * m = m * P + (z + z)) (h7 : M * z = z * M + m) (h8 : M * p = p * M - (z + z))
    (h9 : M * m = m * M) : IsVectorOp (cart P M Z) (cart p m z) := by
  intro i j
  fin_cases i <;> fin_cases j <;>
    simp only [cart, eps, Fin.sum_univ_three, Fin.zero_eta, Fin.mk_one, Fin.reduceFinMk,
      Fin.isValue, Fin.reduceAdd, Fin.reduceEq, zero_add,
      true_and, false_and, ↓reduceIte, Matrix.cons_val_zero, Matrix.cons_val_one,
      Matrix.cons_val, add_mul, mul_add, sub_mul, mul_sub, smul_mul_assoc, mul_smul_comm,
      h1, h2, h3, h4, h5, h6, h7, h8, h9] <;>
    match_scalars <;> ring_nf <;> simp only [Complex.I_sq] <;> ring

/-- The operator `(D f)_k = u f'_(k+a) + v_k f_(k+a)` on sequences of polynomials. -/
def diffOp (a : ℤ) (u : ℂ[X]) (v : ℤ → ℂ[X]) : Module.End ℂ (ℤ → ℂ[X]) where
  toFun f k := u * derivative (f (k + a)) + v k * f (k + a)
  map_add' f g := by
    funext k
    simp only [Pi.add_apply, map_add]
    ring
  map_smul' c f := by
    funext k
    simp only [Pi.smul_apply, derivative_smul, mul_smul_comm, smul_add, RingHom.id_apply]

lemma diffOp_apply (a : ℤ) (u : ℂ[X]) (v : ℤ → ℂ[X]) (f : ℤ → ℂ[X]) (k : ℤ) :
    diffOp a u v f k = u * derivative (f (k + a)) + v k * f (k + a) := rfl

/-- Position on the sphere, acting on coefficients in powers of `n_1 + i n_2`. -/
def sphereN : Fin 3 → Module.End ℂ (ℤ → ℂ[X]) :=
  cart (diffOp (-1) 0 fun _ => 1) (diffOp 1 0 fun _ => 1 - X * X) (diffOp 0 0 fun _ => X)

/-- Total angular momentum for monopole strength `s` in the same representation. -/
def sphereL (s : ℂ) : Fin 3 → Module.End ℂ (ℤ → ℂ[X]) :=
  cart (diffOp (-1) (-1) fun _ => 0)
    (diffOp 1 (1 - X * X) fun k => C s + C s - ((k : ℂ[X]) + 1) * (X + X))
    (diffOp 0 0 fun k => (k : ℂ[X]))

/-- For every `s` the explicit operators `sphereN` and `sphereL s - s sphereN` satisfy the
relations of the monopole sphere. -/
theorem monopoleSphere_witness (s : ℂ) :
    MonopoleSphere s sphereN (fun i => sphereL s i - s • sphereN i) := by
  unfold sphereN sphereL
  refine monopole_of_angMom (cart_comm ?_ ?_ ?_) (cart_dot ?_)
    (cart_vector ?_ ?_ ?_ ?_ ?_ ?_ ?_ ?_ ?_) (cart_vector ?_ ?_ ?_ ?_ ?_ ?_ ?_ ?_ ?_)
    (cart_dot ?_)
  -- every relation is an identity between differential operators, checked on coefficients
  all_goals refine LinearMap.ext fun f => funext fun k => ?_
  all_goals simp only [Module.End.mul_apply, Module.End.one_apply, LinearMap.add_apply,
    LinearMap.sub_apply, LinearMap.smul_apply, Pi.add_apply, Pi.sub_apply, Pi.smul_apply,
    smul_eq_C_mul, diffOp_apply, derivative_mul, map_add, map_sub, map_neg, map_zero,
    derivative_X, derivative_one, derivative_C, derivative_intCast, add_zero,
    neg_add_cancel_right, add_neg_cancel_right, Int.cast_add, Int.cast_neg, Int.cast_one]
  all_goals ring

end MonopoleSphereAlgebra
```

```lean
#print axioms MonopoleSphereAlgebra.monopole_sphere
-- 'MonopoleSphereAlgebra.monopole_sphere' depends on axioms: [propext, Classical.choice, Quot.sound]
#print axioms MonopoleSphereAlgebra.landau_level
-- 'MonopoleSphereAlgebra.landau_level' depends on axioms: [propext, Classical.choice, Quot.sound]
```

## How the proof follows the algebra

The `eps` lemmas supply antisymmetry. `IsVectorOp.dot_comm` reverses $\Lambda\cdot n$, and `IsVectorOp.commute_sq` expands the commutator with a square and cancels the symmetric products. In `su2` and `kinetic_vector`, `linear_combination` adds the assumed commutators with the coefficients used above; `module` checks the remaining linear identity. The same method gives both scalar products in `monopole_sphere`. `landau_level` rewrites $L\cdot L$ in normal order, then applies the two conditions on `ψ`.

The converse, `monopole_of_angMom`, starts from su(2) generators $L$ and a commuting unit vector operator $n$ with $n\cdot L=s$. For $\Lambda=L-sn$, the commutator is $i\epsilon_{ijk}(L_k-2sn_k)=i\epsilon_{ijk}(\Lambda_k-sn_k)$, as required.

`monopoleSphere_witness` uses this converse to realise the relations for every $s$. On sequences $f_k(x)$ of polynomials, with $n_\pm=n_1\pm in_2$, the operators are

$$(n_+f)_k=f_{k-1},\quad (n_-f)_k=(1-x^2)f_{k+1},\quad (n_3f)_k=xf_k,$$
$$(L_+f)_k=-f'_{k-1},\quad (L_3f)_k=kf_k,$$
$$(L_-f)_k=(1-x^2)f'_{k+1}+[2s-2(k+1)x]f_{k+1}.$$

The `cart` lemmas convert ladder relations to Cartesian ones. The proof then compares coefficients: `simp` applies the product rule, and `ring` finishes each polynomial identity. This shows that the assumptions are consistent, but the sequences are formal and do not form the physical state space: $L_3$ has only integer eigenvalues here, whereas for a physical charge with odd $2s$ they are half-odd.
